# Truncation and noise stand in the ratio q to p at the optimal step of a power-law error model

Let $a$, $e$, $p$, $q$ be positive real numbers. Among all steps $h>0$, the error $E(h)=a\,h^{p}+e\,h^{-q}$ is smallest at exactly one,

$$H=\left(\frac{q\,e}{p\,a}\right)^{1/(p+q)},$$

and there the first term is to the second as $q$ is to $p$.

The two terms model the errors made when a derivative is taken from differences of computed values, for instance a force from total energies at displaced geometries. The truncation error is modelled by $T(h)=a\,h^{p}$, where $p$ is the order of the difference formula; for a smooth function such a power is usually the leading behaviour at small steps. The noise in the data, divided by a power of the step, is modelled by $N(h)=e\,h^{-q}$, where $q$ is the power of $h$ by which the formula divides. The letter $e$ is the noise amplitude, not Euler's number or a charge; the exponential function is written $\exp$.

## Balance, detuning and the minimum

The ratio of the two terms is
$$\frac{T(h)}{N(h)}=\frac{a}{e}\,h^{p+q}.$$
It equals $q/p$ exactly when $h^{p+q}=qe/(pa)$, that is, when $h=H$. Hence $p\,T(H)=q\,N(H)$, and since $E=T+N$,
$$T(H)=\frac{q}{p+q}E(H),\qquad N(H)=\frac{p}{p+q}E(H).$$

Now measure the step in units of the optimal one, $h=tH$ with $t>0$. The terms scale by $t^{p}$ and $t^{-q}$, so
$$E(tH)=t^{p}\,T(H)+t^{-q}N(H)=\frac{q\,t^{p}+p\,t^{-q}}{p+q}\,E(H).$$

For $t\neq1$ put $s=\ln t\neq0$. Since $\exp(x)>1+x$ for $x\ne0$,
$$q\exp(ps)+p\exp(-qs)>q(1+ps)+p(1-qs)=p+q.$$
The factor in front of $E(H)$ therefore exceeds 1, and as $E(H)>0$, every other step is strictly worse.

If the noise amplitude becomes $c\,e$ with $c>0$, the optimal step becomes $c^{1/(p+q)}H$. The truncation error at the optimal step is multiplied by $c^{p/(p+q)}$, and so is the least error, which is always $(p+q)/q$ times that truncation error.

## The forward difference of noisy data

Let $f$ be the exact function, $F$ the computed data and $d$ the slope sought at $x$. Suppose that $|f(x+h)-f(x)-d\,h|\le Mh^2/2$ and that $F$ is within $\varepsilon$ of $f$ at both points. Then
$$F(x+h)-F(x)-d\,h=[f(x+h)-f(x)-d\,h]+[F(x+h)-f(x+h)]-[F(x)-f(x)]$$
has modulus at most $Mh^2/2+2\varepsilon$. Division by $h$ gives the bound $\tfrac M2h+2\varepsilon/h$, which is the model with $a=M/2$, $e=2\varepsilon$, $p=q=1$. For $M,\varepsilon>0$ its optimal step is $H=(4\varepsilon/M)^{1/2}=2\sqrt{\varepsilon/M}$.

Take $M=4$ and $\varepsilon=10^{-8}$ in consistent units. Then $H=10^{-4}$, both terms equal $2\times10^{-4}$, and the bound is $4\times10^{-4}$. Doubling the step gives $4\times10^{-4}+10^{-4}=5\times10^{-4}$, in agreement with the detuning factor $(2+\tfrac12)/2=1.25$. Data a hundred times noisier would raise the least bound tenfold.

The condition $a>0$ can't be relaxed to $a\ge0$. With $a=0$ and $e=p=q=1$ the error is $1/h$, which keeps falling as $h$ grows and has no minimum.

## The error model in Lean

```lean
import Mathlib

namespace FiniteDifferenceStep

noncomputable section
```

The truncation term $T$, the noise term $N$, their sum $E$ and the step $H$ are four separate definitions, so minimality is not built into `optimalStep`. The exponents are real numbers, and the theorems consider only positive steps.

```lean
/-- Truncation error `a h^p` of a difference formula of order `p` at step `h > 0`. -/
def truncationError (a p h : ℝ) : ℝ := a * h ^ p

/-- Noise error `e h^(-q)`: data noise amplified by division by a power of the step `h > 0`. -/
def noiseError (e q h : ℝ) : ℝ := e * h ^ (-q)

/-- The error model: truncation plus amplified noise, for steps `h > 0`. -/
def totalError (a e p q h : ℝ) : ℝ := truncationError a p h + noiseError e q h

/-- The step `(q e / (p a))^(1/(p+q))`, for positive `a`, `e`, `p`, `q`. -/
def optimalStep (a e p q : ℝ) : ℝ := (q * e / (p * a)) ^ (1 / (p + q))
```

The step $H$ is a real power of a positive number, hence positive.

```lean
variable {a e p q : ℝ}

/-- For positive parameters the optimal step is positive. -/
theorem optimalStep_pos (ha : 0 < a) (he : 0 < e) (hp : 0 < p) (hq : 0 < q) :
    0 < optimalStep a e p q :=
  Real.rpow_pos_of_pos (by positivity) _
```

## The ratio fixes the step

The next theorem is an equivalence: the ratio $q/p$ occurs at $H$ and at no other positive step. The auxiliary fact `hr` is the formula $T/N=(a/e)h^{p+q}$. One direction then solves for $h^{p+q}$ and takes the root; the other substitutes $H$.

```lean
/-- For positive parameters, truncation and noise stand in the ratio `q` to `p` at a step
`h > 0` exactly when `h` is the optimal step. -/
theorem ratio_eq_iff (ha : 0 < a) (he : 0 < e) (hp : 0 < p) (hq : 0 < q)
    {h : ℝ} (hh : 0 < h) :
    truncationError a p h / noiseError e q h = q / p ↔ h = optimalStep a e p q := by
  have hs : p + q ≠ 0 := by positivity
  -- the ratio grows as the power `p + q` of the step
  have hr : truncationError a p h / noiseError e q h = a / e * h ^ (p + q) := by
    unfold truncationError noiseError
    rw [Real.rpow_add hh, Real.rpow_neg hh.le]
    have h1 := Real.rpow_pos_of_pos hh q
    field_simp
  rw [hr]
  constructor
  · intro H
    have h1 : h ^ (p + q) = q * e / (p * a) := by
      calc h ^ (p + q) = e / a * (a / e * h ^ (p + q)) := by field_simp
        _ = e / a * (q / p) := by rw [H]
        _ = q * e / (p * a) := by field_simp
    have h2 : (p + q) * (1 / (p + q)) = 1 := by field_simp
    rw [optimalStep, ← h1, ← Real.rpow_mul hh.le, h2, Real.rpow_one]
  · intro H
    have h0 : 0 ≤ q * e / (p * a) := by positivity
    have h2 : 1 / (p + q) * (p + q) = 1 := by field_simp
    rw [H, optimalStep, ← Real.rpow_mul h0, h2, Real.rpow_one]
    field_simp
```

Clearing denominators gives the balance $p\,T(H)=q\,N(H)$.

```lean
/-- For positive parameters, `p` times the truncation error equals `q` times the noise error
at the optimal step. -/
theorem balance (ha : 0 < a) (he : 0 < e) (hp : 0 < p) (hq : 0 < q) :
    p * truncationError a p (optimalStep a e p q)
      = q * noiseError e q (optimalStep a e p q) := by
  have hH := optimalStep_pos ha he hp hq
  have hN : 0 < noiseError e q (optimalStep a e p q) :=
    mul_pos he (Real.rpow_pos_of_pos hH _)
  have r := (ratio_eq_iff ha he hp hq hH).2 rfl
  rw [div_eq_div_iff hN.ne' hp.ne'] at r
  linarith
```

## The cost of a detuned step

In the detuning law, `key` is the algebra by hand with $u=t^{p}$ and $v=t^{-q}$: for any $T$, $N$ in balance, $uT+vN$ is the weighted mean of $u$ and $v$ times $T+N$. The rest splits the powers of $tH$.

```lean
/-- Detuning law: for positive parameters, a step `t > 0` times the optimal one multiplies the
error by `(q t^p + p t^(-q)) / (p + q)`. -/
theorem totalError_detuned (ha : 0 < a) (he : 0 < e) (hp : 0 < p) (hq : 0 < q)
    {t : ℝ} (ht : 0 < t) :
    totalError a e p q (t * optimalStep a e p q)
      = (q * t ^ p + p * t ^ (-q)) / (p + q) * totalError a e p q (optimalStep a e p q) := by
  have hs : p + q ≠ 0 := by positivity
  have hH := optimalStep_pos ha he hp hq
  have key : ∀ u v T N : ℝ, p * T = q * N →
      u * T + v * N = (q * u + p * v) / (p + q) * (T + N) := by
    intro u v T N hb
    rw [div_mul_eq_mul_div, eq_div_iff hs]
    linear_combination (u - v) * hb
  have k := key (t ^ p) (t ^ (-q)) _ _ (balance ha he hp hq)
  unfold totalError
  rw [← k]
  unfold truncationError noiseError
  rw [Real.mul_rpow ht.le hH.le, Real.mul_rpow ht.le hH.le]
  ring
```

The inequality for the factor writes both powers as exponentials of $\ln t$. The tangent bound is used strictly for the first and weakly for the second, which is enough; `nlinarith` adds them with weights $q$ and $p$, and the linear terms cancel.

```lean
/-- For positive `p`, `q` and a positive `t` other than `1`, the sum `q t^p + p t^(-q)`
exceeds `p + q`. -/
theorem detuning_gt (hp : 0 < p) (hq : 0 < q) {t : ℝ} (ht : 0 < t) (ht1 : t ≠ 1) :
    p + q < q * t ^ p + p * t ^ (-q) := by
  have hl : Real.log t ≠ 0 := Real.log_ne_zero_of_pos_of_ne_one ht ht1
  rw [Real.rpow_def_of_pos ht, Real.rpow_def_of_pos ht]
  -- the exponential lies above its tangent at zero; the linear terms cancel
  have h1 := Real.add_one_lt_exp (mul_ne_zero hl hp.ne')
  have h2 := Real.add_one_le_exp (Real.log t * -q)
  nlinarith [mul_lt_mul_of_pos_left h1 hq, mul_le_mul_of_nonneg_left h2 hp.le]
```

## The unique minimiser

The main theorem has three parts: $H$ is positive, every other positive $h$ has a strictly larger error, and $T(H)/N(H)=q/p$. The strict inequality is what makes the minimiser unique. The proof sets $t=h/H$, which differs from 1, and applies the two preceding results.

```lean
/-- For positive `a`, `e`, `p`, `q`, the optimal step is positive, every other positive step has
a strictly larger error, and at the optimum truncation and noise stand in the ratio `q` to `p`. -/
theorem optimalStep_unique_minimiser (ha : 0 < a) (he : 0 < e) (hp : 0 < p) (hq : 0 < q) :
    0 < optimalStep a e p q ∧
    (∀ h : ℝ, 0 < h → h ≠ optimalStep a e p q →
      totalError a e p q (optimalStep a e p q) < totalError a e p q h) ∧
    truncationError a p (optimalStep a e p q) / noiseError e q (optimalStep a e p q)
      = q / p := by
  have hH := optimalStep_pos ha he hp hq
  refine ⟨hH, ?_, (ratio_eq_iff ha he hp hq hH).2 rfl⟩
  intro h hh hne
  have hE : 0 < totalError a e p q (optimalStep a e p q) :=
    add_pos (mul_pos ha (Real.rpow_pos_of_pos hH _)) (mul_pos he (Real.rpow_pos_of_pos hH _))
  -- measure the step in units of the optimal one
  have ht : 0 < h / optimalStep a e p q := div_pos hh hH
  have ht1 : h / optimalStep a e p q ≠ 1 := fun H => hne ((div_eq_one_iff_eq hH.ne').1 H)
  have d := totalError_detuned ha he hp hq ht
  rw [div_mul_cancel₀ _ hH.ne'] at d
  rw [d]
  exact lt_mul_of_one_lt_left hE ((one_lt_div (add_pos hp hq)).2 (detuning_gt hp hq ht ht1))
```

## Noisier data

Here `hmin` states $q\,E(H)=(p+q)\,T(H)$ for any positive noise amplitude, `hstep` rescales the optimal step, and `hpow` raises it to the power $p$. Cancelling $q$ leaves the scaling law.

```lean
/-- For positive parameters, multiplying the noise amplitude by `c > 0` multiplies the error at
the correspondingly adjusted optimal step by `c^(p/(p+q))`. -/
theorem least_error_scaling (ha : 0 < a) (he : 0 < e) (hp : 0 < p) (hq : 0 < q)
    {c : ℝ} (hc : 0 < c) :
    totalError a (c * e) p q (optimalStep a (c * e) p q)
      = c ^ (p / (p + q)) * totalError a e p q (optimalStep a e p q) := by
  -- by balance, the least error is a fixed multiple of the truncation error
  have hmin : ∀ e' : ℝ, 0 < e' → q * totalError a e' p q (optimalStep a e' p q)
      = (p + q) * (a * optimalStep a e' p q ^ p) := by
    intro e' he'
    have hb := balance ha he' hp hq
    unfold totalError
    unfold truncationError at hb ⊢
    linear_combination -hb
  have hstep : optimalStep a (c * e) p q = c ^ (1 / (p + q)) * optimalStep a e p q := by
    have h0 : 0 ≤ q * e / (p * a) := by positivity
    have h1 : q * (c * e) / (p * a) = c * (q * e / (p * a)) := by ring
    rw [optimalStep, h1, Real.mul_rpow hc.le h0, optimalStep]
  have hpow : optimalStep a (c * e) p q ^ p
      = c ^ (p / (p + q)) * optimalStep a e p q ^ p := by
    have h1 : 1 / (p + q) * p = p / (p + q) := by ring
    rw [hstep, Real.mul_rpow (Real.rpow_pos_of_pos hc _).le (optimalStep_pos ha he hp hq).le,
      ← Real.rpow_mul hc.le, h1]
  have m1 := hmin (c * e) (mul_pos hc he)
  have m2 := hmin e he
  rw [hpow] at m1
  apply mul_left_cancel₀ hq.ne'
  linear_combination m1 - c ^ (p / (p + q)) * m2
```

## The forward difference in Lean

The hypothesis `taylor` is assumed at the given $h$, not derived; it stands for a curvature of modulus at most $M$ between the two points, with $d=f'(x)$. The hypotheses `noise₀` and `noise₁` stand for data of limited accuracy, such as energies from an iteration stopped before full convergence. Here $\varepsilon$ must bound the error itself; a small change between the last two iterations doesn't guarantee that. The proof multiplies by $h$, opens the absolute values into pairs of inequalities, and adds them with `linarith`.

```lean
/-- If `f` has Taylor remainder at most `M h²/2` about `x` with slope `d`, and the data `F` are
within `ε` of `f` at both points, the forward difference with step `h > 0` misses `d` by at most
the error model with `a = M/2`, `e = 2ε`, `p = q = 1`. -/
theorem forward_difference_error {f F : ℝ → ℝ} {x d M ε h : ℝ} (hh : 0 < h)
    (taylor : |f (x + h) - f x - d * h| ≤ M / 2 * h ^ 2)
    (noise₀ : |F x - f x| ≤ ε) (noise₁ : |F (x + h) - f (x + h)| ≤ ε) :
    |(F (x + h) - F x) / h - d| ≤ totalError (M / 2) (2 * ε) 1 1 h := by
  have h1 : (F (x + h) - F x) / h - d = (F (x + h) - F x - d * h) / h := by
    rw [sub_div _ (d * h), mul_div_cancel_right₀ _ hh.ne']
  have h2 : totalError (M / 2) (2 * ε) 1 1 h * h = M / 2 * h ^ 2 + 2 * ε := by
    unfold totalError truncationError noiseError
    rw [Real.rpow_one, Real.rpow_neg_one]
    linear_combination 2 * ε * inv_mul_cancel₀ hh.ne'
  rw [h1, abs_div, abs_of_pos hh, div_le_iff₀ hh, h2]
  rw [abs_le] at taylor noise₀ noise₁ ⊢
  constructor <;> linarith [taylor.1, taylor.2, noise₀.1, noise₀.2, noise₁.1, noise₁.2]
```

The last theorem evaluates `optimalStep` for these parameters by recognising $4\varepsilon/M$ as the square of $2\sqrt{\varepsilon/M}$.

```lean
/-- For the forward-difference error model with curvature bound `M > 0` and data noise `ε > 0`,
the optimal step is `2 √(ε/M)`. -/
theorem forward_difference_step {M ε : ℝ} (hM : 0 < M) (hε : 0 < ε) :
    optimalStep (M / 2) (2 * ε) 1 1 = 2 * √(ε / M) := by
  have h0 : 0 ≤ ε / M := (div_pos hε hM).le
  have h1 : 1 * (2 * ε) / (1 * (M / 2)) = (2 * √(ε / M)) ^ 2 := by
    rw [mul_pow, Real.sq_sqrt h0]
    ring
  have h2 : (1 : ℝ) / (1 + 1) = 1 / 2 := by norm_num
  rw [optimalStep, h1, h2, ← Real.sqrt_eq_rpow, Real.sqrt_sq (by positivity)]

end

end FiniteDifferenceStep
```

```lean
#print axioms FiniteDifferenceStep.optimalStep_unique_minimiser
#print axioms FiniteDifferenceStep.least_error_scaling
#print axioms FiniteDifferenceStep.forward_difference_error
#print axioms FiniteDifferenceStep.forward_difference_step
```

```
'FiniteDifferenceStep.optimalStep_unique_minimiser' depends on axioms: [propext, Classical.choice, Quot.sound]
'FiniteDifferenceStep.least_error_scaling' depends on axioms: [propext, Classical.choice, Quot.sound]
'FiniteDifferenceStep.forward_difference_error' depends on axioms: [propext, Classical.choice, Quot.sound]
'FiniteDifferenceStep.forward_difference_step' depends on axioms: [propext, Classical.choice, Quot.sound]
```

For forces from forward differences of electronic-structure energies, this gives a step size from two estimates, $M$ and $\varepsilon$, provided that both hold at every step compared. The step minimises the error bound; the actual error in a given calculation may be smallest elsewhere.
